# Staging coordinates turn the spring energy of a closed ring of beads into a sum of independent harmonic terms

## Three beads on a ring

Take three beads at positions $x_1, x_2, x_3$, joined in a ring by three equal springs. Bead 2 appears in two of the squared bond lengths. Completing the square in $x_2$ gives

$$|x_2-x_1|^2+|x_3-x_2|^2=\tfrac12|x_3-x_1|^2+2\,\bigl|x_2-\tfrac12(x_3+x_1)\bigr|^2 .$$

The two springs have become one weaker spring between beads 1 and 3, plus a spring that ties bead 2 to the midpoint of its neighbours. The third bond contributes another $|x_1-x_3|^2$, so the total is

$$2\,\bigl|x_2-\tfrac12(x_3+x_1)\bigr|^2+\tfrac32\,|x_3-x_1|^2 .$$

The two displacements in this expression can be chosen freely, and no cross term links them. For longer rings the same step is repeated, one bead at a time.

## The springs of an imaginary-time path

In the discretised path integral for the canonical partition function, a quantum particle of mass $m$ is represented by $P$ classical beads. Neighbouring beads are joined by harmonic springs of frequency $\omega$, and the trace closes the path, so that $x_{P+1}=x_1$. The spring energy is

$$\sum_{i=1}^{P}\frac{m\omega^2}{2}\,|x_{i+1}-x_i|^2 .$$

The springs come from the quantum kinetic energy. For a particle at inverse temperature $\beta$, their frequency $\omega$ equals $\sqrt P/(\beta\hbar)$ if the beads are sampled at inverse temperature $\beta$, and $P/(\beta\hbar)$ if they are sampled at $\beta/P$.

The staging coordinate of bead $k$ is its displacement from a weighted mean of bead $k+1$ and bead 1:

$$u_k=x_k-\frac{(k-1)\,x_{k+1}+x_1}{k}.$$

In path integral molecular dynamics, kinetic masses proportional to $m\,k/(k-1)$ give the $u_k$ with $k\ge2$ a common frequency as far as the springs are concerned; an external potential will in general still couple them.

## The identity and its inverse, as stated in Lean

The main theorem, `ring_staging`, says that for every closed ring

$$\sum_{i=1}^{P}|x_{i+1}-x_i|^2=\sum_{k=2}^{P}\frac{k}{k-1}\,|u_k|^2 .$$

The objects in the file correspond to the physics as follows.

- `E` is a real inner-product space of any dimension. For one particle it is ordinary space.
- `x : ℕ → E` lists the bead positions, numbered from 1. The hypothesis `hclosed : x (P + 1) = x 1` closes the ring; entries of `x` beyond $P+1$, and `x 0`, play no part.
- `stagingCoord x k` is $u_k$. For $k=1$ the formula gives zero, so the position of the first bead is kept as a separate variable.
- `springEnergy m ω P x` is the energy above, and `stagingMass m k` is $m\,k/(k-1)$. Both `m` and `ω` may be any real numbers.
- `beadsOfStaging P a q` builds beads from a first position `a` and prescribed values `q`.

The theorem `springEnergy_eq_staging` is the same identity in energy form: the spring energy of a closed ring equals the sum over $k=2,\dots,P$ of $\tfrac12 m_k\omega^2|u_k|^2$, with $m_k=m\,k/(k-1)$.

Three further theorems show that the staging coordinates are free variables. `beadsOfStaging_stagingCoord` recovers every bead of a closed ring from $x_1$ and the $u_k$. `beadsOfStaging_closed` and `stagingCoord_beadsOfStaging` say that arbitrary values $q_2,\dots,q_P$ and any first position $a$ yield a closed ring with exactly those staging coordinates. `springEnergy_beadsOfStaging` then gives its energy directly in terms of the $q_k$.

All of this concerns the spring energy alone. The external potential, the momenta and the sampling of the beads do not enter, and $P$ is a fixed finite number.

## Merging one bond at a time

Let $a,b,c$ be three points and $n>0$. Measure positions from $a$, with $r=b-a$ and $R=c-a$. Then

$$|c-b|^2+\frac{|b-a|^2}{n}=|R|^2-2\,R\cdot r+\frac{n+1}{n}|r|^2 .$$

The displacement of $b$ from the weighted mean of $c$ and $a$ is

$$b-\frac{nc+a}{n+1}=r-\frac{n}{n+1}R,$$

and its weighted square is

$$\frac{n+1}{n}\Bigl|r-\frac{n}{n+1}R\Bigr|^2=\frac{n+1}{n}|r|^2-2\,R\cdot r+\frac{n}{n+1}|R|^2 .$$

The two expressions differ by $|R|^2/(n+1)$. Hence

$$|c-b|^2+\frac{|b-a|^2}{n}=\frac{|c-a|^2}{n+1}+\frac{n+1}{n}\Bigl|b-\frac{nc+a}{n+1}\Bigr|^2 .$$

Now consider an open chain of $n\ge1$ bonds. The claim is

$$\sum_{i=1}^{n}|x_{i+1}-x_i|^2=\frac{|x_{n+1}-x_1|^2}{n}+\sum_{k=2}^{n}\frac{k}{k-1}|u_k|^2 .$$

For $n=1$ both sides are $|x_2-x_1|^2$. To pass from $n$ to $n+1$, add the bond $|x_{n+2}-x_{n+1}|^2$ and apply the three-point identity with $a=x_1$, $b=x_{n+1}$, $c=x_{n+2}$. The new bond and the old end-to-end term become

$$\frac{|x_{n+2}-x_1|^2}{n+1}+\frac{n+1}{n}|u_{n+1}|^2,$$

which is the new end-to-end term and the summand for $k=n+1$.

For a closed ring with $P\ge1$, set $n=P$. The end-to-end term vanishes because $x_{P+1}=x_1$, and the identity follows. For $P=0$ both sums are empty. Multiplying by $m\omega^2/2$ gives the energy form.

## From staging coordinates back to beads

Define the scaled displacements $d_j=(x_{j+1}-x_1)/j$ for $j\ge1$. Taking $k=j+1$ in the definition of the staging coordinate gives

$$u_{j+1}=(x_{j+1}-x_1)-\frac{j}{j+1}(x_{j+2}-x_1)=j\,(d_j-d_{j+1}).$$

So $d_j=d_{j+1}+u_{j+1}/j$, and repeated use gives, for $n\ge j$,

$$d_j=d_n+\sum_{l=j+1}^{n}\frac{u_l}{l-1}.$$

On a closed ring $d_P=0$. With $n=P$ and $k=j+1$ this becomes

$$x_k=x_1+(k-1)\sum_{l=k}^{P}\frac{u_l}{l-1}\qquad(2\le k\le P+1).$$

Conversely, start from arbitrary $a$ and $q_2,\dots,q_P$. Put $x_1=a$ and use this formula with $q_l$ in place of $u_l$. At $k=P+1$ the sum is empty, so the ring closes. For $2\le j+1\le P$, let $T=\sum_{l=j+2}^{P}q_l/(l-1)$. Then

$$x_{j+1}=a+q_{j+1}+jT,\qquad x_{j+2}=a+(j+1)T,$$

and therefore

$$u_{j+1}=a+q_{j+1}+jT-\frac{j\,(a+(j+1)T)+a}{j+1}=q_{j+1}.$$

The energy form, applied to this ring, is then a sum of harmonic terms in the freely chosen $q_k$.

## Four beads on a line

Let $x_1=0$, $x_2=1$, $x_3=4$, $x_4=3$ and $x_5=x_1=0$. The bonds are $1,3,-1,-3$, and their squares sum to $20$. The staging coordinates are

$$u_2=1-\tfrac{4+0}{2}=-1,\qquad u_3=4-\tfrac{2\cdot3+0}{3}=2,\qquad u_4=3-\tfrac{3\cdot0+0}{4}=3 .$$

The weighted squares give $2\cdot1+\tfrac32\cdot4+\tfrac43\cdot9=2+6+12=20$, as they should. The inverse formula returns the beads: $x_4=3\cdot\tfrac33=3$, $x_3=2\,(\tfrac22+\tfrac33)=4$ and $x_2=-1+\tfrac22+\tfrac33=1$.

## The Lean file

```lean
import Mathlib

open Finset

namespace PathIntegralStaging

noncomputable section

variable {E : Type*} [NormedAddCommGroup E] [InnerProductSpace ℝ E]

/-- The staging coordinate `u_k = x_k - ((k-1) x_(k+1) + x_1)/k` of bead `k`, for `k ≥ 1`. -/
def stagingCoord (x : ℕ → E) (k : ℕ) : E :=
  x k - (1 / (k : ℝ)) • (((k : ℝ) - 1) • x (k + 1) + x 1)

/-- The harmonic spring energy of the beads `x_1, ..., x_P`, with bonds from `x_i` to `x_(i+1)`,
mass `m` and frequency `ω`. -/
def springEnergy (m ω : ℝ) (P : ℕ) (x : ℕ → E) : ℝ :=
  ∑ i ∈ Icc 1 P, m * ω ^ 2 / 2 * ‖x (i + 1) - x i‖ ^ 2

/-- The staging mass `m k/(k-1)`, for `k ≥ 2`. -/
def stagingMass (m : ℝ) (k : ℕ) : ℝ := (k : ℝ) / ((k : ℝ) - 1) * m

/-- The inverse staging transformation, for `1 ≤ k ≤ P + 1`: the first bead sits at `a`, and
bead `k` at `a` plus `k-1` times the sum of `q_l/(l-1)` over `l` from `k` to `P`. -/
def beadsOfStaging (P : ℕ) (a : E) (q : ℕ → E) (k : ℕ) : E :=
  if k = 1 then a
  else a + ((k : ℝ) - 1) • ∑ l ∈ Ico k (P + 1), (1 / ((l : ℝ) - 1)) • q l

/-- The staging coordinate of bead `n + 1`, written with the weights `n/(n+1)` and `1/(n+1)`. -/
theorem stagingCoord_succ (x : ℕ → E) (n : ℕ) :
    stagingCoord x (n + 1) =
      x (n + 1) - (1 / ((n : ℝ) + 1)) • ((n : ℝ) • x (n + 1 + 1) + x 1) := by
  rw [stagingCoord, Nat.cast_add, Nat.cast_one, add_sub_cancel_right]

/-- Completing the square: two springs in series, of stiffness `1/n` and `1`, split into a spring
between the end points and a spring that ties the middle point to their weighted mean. -/
theorem complete_square (a b c : E) {n : ℝ} (hn : 0 < n) :
    ‖c - b‖ ^ 2 + ‖b - a‖ ^ 2 / n =
      ‖c - a‖ ^ 2 / (n + 1) +
        (n + 1) / n * ‖b - (1 / (n + 1)) • (n • c + a)‖ ^ 2 := by
  have hn0 : n ≠ 0 := hn.ne'
  have hn1 : n + 1 ≠ 0 := by positivity
  have h : 1 = n / (n + 1) + 1 / (n + 1) := by
    rw [← add_div, div_self hn1]
  -- measure all positions from `a`
  have h1 : c - b = (c - a) - (b - a) := by abel
  have h2 : b - (1 / (n + 1)) • (n • c + a) = (b - a) - (n / (n + 1)) • (c - a) := by
    linear_combination (norm := module) h • a
  rw [h1, h2, norm_sub_sq_real (c - a) (b - a),
    norm_sub_sq_real (b - a) ((n / (n + 1)) • (c - a)), inner_smul_right, norm_smul,
    real_inner_comm (b - a) (c - a), mul_pow, Real.norm_eq_abs, sq_abs]
  field_simp
  ring

/-- Staging of an open chain of `n` bonds: the squared bond lengths sum to the squared end-to-end
distance over `n` plus the weighted squares of the staging coordinates. -/
theorem open_chain_staging (x : ℕ → E) {n : ℕ} (hn : 1 ≤ n) :
    ∑ i ∈ Icc 1 n, ‖x (i + 1) - x i‖ ^ 2 =
      ‖x (n + 1) - x 1‖ ^ 2 / (n : ℝ) +
        ∑ k ∈ Icc 2 n, (k : ℝ) / ((k : ℝ) - 1) * ‖stagingCoord x k‖ ^ 2 := by
  induction n, hn using Nat.le_induction with
  | base => simp
  | succ n hn ih =>
    -- the new bond merges with the old end-to-end term
    have hs := complete_square (x 1) (x (n + 1)) (x (n + 1 + 1))
      (Nat.cast_pos.mpr hn : (0 : ℝ) < n)
    rw [Finset.sum_Icc_succ_top (show 1 ≤ n + 1 by omega),
      Finset.sum_Icc_succ_top (show 2 ≤ n + 1 by omega), ih, stagingCoord_succ,
      Nat.cast_add, Nat.cast_one, add_sub_cancel_right]
    linarith [hs]

/-- Staging identity: for a closed ring of `P` beads, the squared bond lengths sum to
`k/(k-1)` times the squared staging coordinates, summed over `k` from `2` to `P`. -/
theorem ring_staging (x : ℕ → E) (P : ℕ) (hclosed : x (P + 1) = x 1) :
    ∑ i ∈ Icc 1 P, ‖x (i + 1) - x i‖ ^ 2 =
      ∑ k ∈ Icc 2 P, (k : ℝ) / ((k : ℝ) - 1) * ‖stagingCoord x k‖ ^ 2 := by
  rcases Nat.eq_zero_or_pos P with rfl | hP
  · simp
  · rw [open_chain_staging x hP, hclosed]
    simp

/-- The spring energy of a closed ring is a sum of separate harmonic energies, one for each
staging coordinate, with the staging masses and the common frequency `ω`. -/
theorem springEnergy_eq_staging (m ω : ℝ) (x : ℕ → E) (P : ℕ) (hclosed : x (P + 1) = x 1) :
    springEnergy m ω P x =
      ∑ k ∈ Icc 2 P, stagingMass m k * ω ^ 2 / 2 * ‖stagingCoord x k‖ ^ 2 := by
  rw [springEnergy, ← Finset.mul_sum, ring_staging x P hclosed, Finset.mul_sum]
  refine Finset.sum_congr rfl fun k _ => ?_
  rw [stagingMass]
  ring

/-- The displacements from the first bead, divided by the number of bonds, telescope: their
difference between beads `j + 1` and `n + 1` is a sum of scaled staging coordinates. -/
theorem displacement_telescope (x : ℕ → E) {j n : ℕ} (hj : 1 ≤ j) (hn : j ≤ n) :
    (1 / (j : ℝ)) • (x (j + 1) - x 1) =
      (1 / (n : ℝ)) • (x (n + 1) - x 1) +
        ∑ l ∈ Ico (j + 1) (n + 1), (1 / ((l : ℝ) - 1)) • stagingCoord x l := by
  induction n, hn using Nat.le_induction with
  | base => simp
  | succ n hn ih =>
    have hpos : (0 : ℝ) < n := Nat.cast_pos.mpr (by omega)
    have h1 : 1 / (n : ℝ) * (1 / ((n : ℝ) + 1) * n) = 1 / ((n : ℝ) + 1) := by
      field_simp
    have h2 : 1 / (n : ℝ) = 1 / ((n : ℝ) + 1) + 1 / (n : ℝ) * (1 / ((n : ℝ) + 1)) := by
      field_simp
    rw [ih, Finset.sum_Ico_succ_top (show j + 1 ≤ n + 1 by omega), stagingCoord_succ,
      Nat.cast_add, Nat.cast_one, add_sub_cancel_right]
    linear_combination (norm := module) h1 • x (n + 1 + 1) - h2 • x 1

/-- The beads of a closed ring are recovered from the first bead and the staging coordinates. -/
theorem beadsOfStaging_stagingCoord (x : ℕ → E) {P k : ℕ} (hclosed : x (P + 1) = x 1)
    (hk : 1 ≤ k) (hkP : k ≤ P + 1) :
    beadsOfStaging P (x 1) (stagingCoord x) k = x k := by
  obtain ⟨j, rfl⟩ : ∃ j, k = j + 1 := ⟨k - 1, by omega⟩
  rcases Nat.eq_zero_or_pos j with rfl | hj
  · simp [beadsOfStaging]
  · have hj0 : (j : ℝ) ≠ 0 := (Nat.cast_pos.mpr hj).ne'
    have h := displacement_telescope x hj (show j ≤ P by omega)
    -- the end-to-end term vanishes on a ring
    rw [hclosed, sub_self, smul_zero, zero_add] at h
    rw [beadsOfStaging, if_neg (show ¬ (j + 1 = 1) by omega), Nat.cast_add, Nat.cast_one,
      add_sub_cancel_right, ← h, smul_smul, mul_one_div_cancel hj0, one_smul, add_sub_cancel]

/-- The inverse transformation gives a closed ring whose first bead is at `a`. -/
theorem beadsOfStaging_closed (P : ℕ) (a : E) (q : ℕ → E) :
    beadsOfStaging P a q 1 = a ∧ beadsOfStaging P a q (P + 1) = a := by
  constructor <;> simp [beadsOfStaging]

/-- The ring built from arbitrary values `q_2, ..., q_P` has exactly these values as its
staging coordinates. -/
theorem stagingCoord_beadsOfStaging (a : E) (q : ℕ → E) {P k : ℕ} (hk : 2 ≤ k) (hkP : k ≤ P) :
    stagingCoord (beadsOfStaging P a q) k = q k := by
  obtain ⟨j, rfl⟩ : ∃ j, k = j + 1 := ⟨k - 1, by omega⟩
  have hpos : (0 : ℝ) < j := Nat.cast_pos.mpr (by omega)
  have h1 : (j : ℝ) * (1 / (j : ℝ)) = 1 := mul_one_div_cancel hpos.ne'
  have h2 : 1 / ((j : ℝ) + 1) * ((j : ℝ) + 1) = 1 :=
    one_div_mul_cancel (by positivity)
  -- `T` is the part of the sum shared by beads `j + 1` and `j + 2`
  obtain ⟨T, hT⟩ : ∃ T, T = ∑ l ∈ Ico (j + 1 + 1) (P + 1), (1 / ((l : ℝ) - 1)) • q l :=
    ⟨_, rfl⟩
  have e1 : beadsOfStaging P a q (j + 1) =
      a + (j : ℝ) • ((1 / (j : ℝ)) • q (j + 1) + T) := by
    rw [hT, beadsOfStaging, if_neg (show ¬ (j + 1 = 1) by omega),
      Finset.sum_eq_sum_Ico_succ_bot (show j + 1 < P + 1 by omega),
      Nat.cast_add, Nat.cast_one, add_sub_cancel_right]
  have e2 : beadsOfStaging P a q (j + 1 + 1) = a + ((j : ℝ) + 1) • T := by
    rw [hT, beadsOfStaging, if_neg (show ¬ (j + 1 + 1 = 1) by omega),
      Nat.cast_add (j + 1) 1, Nat.cast_one, add_sub_cancel_right, Nat.cast_add, Nat.cast_one]
  rw [stagingCoord_succ, e1, e2, (beadsOfStaging_closed P a q).1]
  linear_combination (norm := module) h1 • q (j + 1) - h2 • ((j : ℝ) • T + a)

/-- For arbitrary values `q_2, ..., q_P`, the ring built from them has as spring energy the sum
of the harmonic energies of the `q_k` with the staging masses. -/
theorem springEnergy_beadsOfStaging (m ω : ℝ) (P : ℕ) (a : E) (q : ℕ → E) :
    springEnergy m ω P (beadsOfStaging P a q) =
      ∑ k ∈ Icc 2 P, stagingMass m k * ω ^ 2 / 2 * ‖q k‖ ^ 2 := by
  obtain ⟨hfirst, hlast⟩ := beadsOfStaging_closed P a q
  rw [springEnergy_eq_staging m ω _ P (hlast.trans hfirst.symm)]
  refine Finset.sum_congr rfl fun k hk => ?_
  rw [stagingCoord_beadsOfStaging a q (Finset.mem_Icc.mp hk).1 (Finset.mem_Icc.mp hk).2]

end

end PathIntegralStaging
```

```lean
#print axioms PathIntegralStaging.beadsOfStaging_stagingCoord
#print axioms PathIntegralStaging.springEnergy_beadsOfStaging
```

```
'PathIntegralStaging.beadsOfStaging_stagingCoord' depends on axioms: [propext, Classical.choice, Quot.sound]
'PathIntegralStaging.springEnergy_beadsOfStaging' depends on axioms: [propext, Classical.choice, Quot.sound]
```

## Completing the square and induction in Lean

`complete_square` is the three-point identity. Its facts `h1` and `h2` rewrite the two displacements relative to `a`, as was done with $r$ and $R$. The lemma `norm_sub_sq_real` expands the squared norms, and `real_inner_comm` brings the inner products to the same order. What remains is an identity between real numbers, which `field_simp` and `ring` settle.

`open_chain_staging` runs the induction from $n=1$ with `Nat.le_induction`. The two uses of `Finset.sum_Icc_succ_top` split off the new bond on the left and the new staging term on the right. The same rewriting inserts the induction hypothesis, and `stagingCoord_succ` writes $u_{n+1}$ with the weights that occur in `complete_square`. With that identity, `linarith` closes the goal.

`ring_staging` treats $P=0$ separately and otherwise inserts `hclosed` into the open-chain result, where `simp` removes the end-to-end term. `springEnergy_eq_staging` takes the common factor out of the sum, applies the identity and puts the factor back.

## Telescoping and the inverse in Lean

`displacement_telescope` is the formula for $d_j$, proved by induction on the upper end $n$ with $j$ fixed. Each step replaces $d_n$ by $d_{n+1}+u_{n+1}/n$. The facts `h1` and `h2` are the scalar identities needed for the coefficients of $x_{n+2}$ and $x_1$. The call `linear_combination (norm := module)` multiplies them by these vectors and checks the resulting vector equation.

`beadsOfStaging_stagingCoord` writes $k=j+1$. The case $j=0$ is the first bead. Otherwise it takes $n=P$ in the telescoping formula, drops the end-to-end term and multiplies by $j$.

For the converse, `stagingCoord_beadsOfStaging` names the shared sum `T`, as above. Its facts `e1` and `e2` are the expressions for $x_{j+1}$ and $x_{j+2}$; the first splits off the lowest term of the sum with `Finset.sum_eq_sum_Ico_succ_bot`. A last `linear_combination` carries out the cancellation that leaves $q_{j+1}$.

Finally, `springEnergy_beadsOfStaging` obtains closure from `beadsOfStaging_closed`, applies the energy identity and replaces each staging coordinate by its prescribed value.
